# For an idempotent one-body density matrix, the defect D − D² of its fragment block D is the product of the two fragment-environment blocks

A one-body density matrix on a finite set of orbitals, split into fragment orbitals `m` and environment orbitals `k`, is modelled as a complex matrix `X` indexed by `m ⊕ k`. The only assumption is idempotency, `X * X = X`. This holds for the density matrix of a single Slater determinant in an orthonormal spin-orbital basis, normalised so that occupations are 0 or 1; the spin-summed closed-shell density P instead satisfies P² = 2P. Hermiticity, positivity and a trace condition are not assumed. The theorem `defect_eq` states that the fragment block D satisfies D − D² = (fragment-environment block) × (environment-fragment block). The attempt takes the (i, j) fragment entry of X² = X, splits its sum into fragment and environment parts as `e`, tries to expand the goal entrywise with `simp only`, and closes with `linear_combination -e`.

As first written in Lean, the proof fails:

```lean
import Mathlib

open Matrix
open scoped ComplexOrder

namespace FragmentIdempotency

noncomputable section

variable {m k N : Type*} [Fintype m] [Fintype k] [Fintype N]

/-- The fragment block of a one-body density on fragment ⊕ environment orbitals. -/
def fragment (X : Matrix (m ⊕ k) (m ⊕ k) ℂ) : Matrix m m ℂ :=
  X.submatrix Sum.inl Sum.inl

/-- The fragment-environment coupling block of a one-body density. -/
def coupling (X : Matrix (m ⊕ k) (m ⊕ k) ℂ) : Matrix m k ℂ :=
  X.submatrix Sum.inl Sum.inr

/-- For an idempotent density, the idempotency defect `D - D²` of the fragment block is the
product of the two off-diagonal blocks. -/
theorem defect_eq {X : Matrix (m ⊕ k) (m ⊕ k) ℂ} (h : X * X = X) :
    fragment X - fragment X * fragment X = coupling X * X.submatrix Sum.inr Sum.inl := by
  ext i j
  -- split the sum in the fragment block of `X² = X`
  have e := congrFun (congrFun h (Sum.inl i)) (Sum.inl j)
  rw [mul_apply, Fintype.sum_sum_type] at e
  simp only [fragment, coupling, sub_apply, mul_apply, submatrix_apply]
  linear_combination -e

end

end FragmentIdempotency
```

Lean reports:

```
Main.lean:28:33: error: Ambiguous term
  sub_apply
Possible interpretations:
  _root_.sub_apply : ∀ (f g : ?m.88) (x : ?m.89), (f - g) x = f x - g x
  
  Matrix.sub_apply : ∀ (A B : Matrix ?m.88 ?m.89 ?m.90) (i : ?m.88) (j : ?m.89), (A - B) i j = A i j - B i j
Main.lean:29:2: error: ring failed, ring expressions not equal
m : Type u_1
k : Type u_2
inst✝¹ : Fintype m
inst✝ : Fintype k
X : Matrix (m ⊕ k) (m ⊕ k) ℂ
h : X * X = X
i j : m
e :
  ∑ a₁, X (Sum.inl i) (Sum.inl a₁) * X (Sum.inl a₁) (Sum.inl j) +
      ∑ a₂, X (Sum.inl i) (Sum.inr a₂) * X (Sum.inr a₂) (Sum.inl j) =
    X (Sum.inl i) (Sum.inl j)
⊢ (X.submatrix Sum.inl Sum.inl - X.submatrix Sum.inl Sum.inl * X.submatrix Sum.inl Sum.inl) i j +
        ∑ a₁, X (Sum.inl i) (Sum.inl a₁) * X (Sum.inl a₁) (Sum.inl j) -
      X (Sum.inl i) (Sum.inl j) =
    0
```

With `Matrix` open, `sub_apply` can mean `_root_.sub_apply`, of the form `(f - g) x = f x - g x`, or `Matrix.sub_apply`, of the form `(A - B) i j = A i j - B i j`. A bare name in the `simp only` list gives nothing to choose by, so Lean reports an ambiguous term and `simp only` carries on with the other lemmas.

The second message follows from the first. It shows `fragment` unfolded but the left side still of the form `(D - D * D) i j`. The subtraction was never distributed over entries, so `D * D` is not applied to indices and `mul_apply` cannot expand it. The environment sums have cancelled in the residual goal, which is `(D - D * D) i j`, plus the fragment sum, minus `X (Sum.inl i) (Sum.inl j)`, equal to 0. `ring` treats the first term as an atom and cannot cancel it.

Writing `Matrix.sub_apply` removes the ambiguity. The left side becomes `X (Sum.inl i) (Sum.inl j)` minus the fragment sum, which `-e` matches. No message concerns `mul_apply` or `submatrix_apply`, so qualifying them is tidying.

Lean accepts the file once it reads:

```diff
@@ -26,5 +26,5 @@
   have e := congrFun (congrFun h (Sum.inl i)) (Sum.inl j)
   rw [mul_apply, Fintype.sum_sum_type] at e
-  simp only [fragment, coupling, sub_apply, mul_apply, submatrix_apply]
+  simp only [fragment, coupling, Matrix.sub_apply, Matrix.mul_apply, Matrix.submatrix_apply]
   linear_combination -e
 
```
